# A continuous path of invertible symmetric Hessians keeps its saddle index

## Bracketing a soft mode

Suppose that a calculation gives a Hessian with no negative eigenvalue at one value of a field strength and with one negative eigenvalue at another. One can then search between the two values for a point where an eigenvalue vanishes. The search has something to find if the Hessian is symmetric and varies continuously in between: the number of negative eigenvalues can change only where the Hessian is singular.

At a stationary point this number is the saddle index, 0 for a nondegenerate minimum and 1 for a nondegenerate first-order saddle. Along a reaction path most points are not stationary, and the same count only describes the local curvature in the chosen coordinates, and a nonlinear change of coordinates can alter it. For finitely many coordinates, the result applies to Hessians from electronic structure calculations along a scan or a reaction path, provided that they form such a continuous family.

## The statement for a family of Hessians

Let H(t) be a real symmetric n by n matrix that depends continuously on t in [0,1], and let k(H) be its number of negative eigenvalues, counted with multiplicity. If det H(t) ≠ 0 for every t, then

k(H(0)) = k(H(1)).

The determinant condition says that no mode has a vanishing force constant anywhere on the path.

In Lean, the finite type `n` labels the coordinates, and a Hessian is a `Matrix n n ℝ` with a proof of `IsHermitian`, which over the real numbers means symmetric. The number k(H) is `saddleIndex`, the size of the set `unstableModes`. Since `eigenvalues` has one entry per mode, multiplicity is counted.

The theorem `saddleIndex_constant` allows any connected parameter space `T`, so several parameters may vary together. Its hypotheses `hc`, `hS` and `hdet` are continuity, symmetry and invertibility, and it gives equal indices at any two parameters `s` and `t`. Taking [0,1] for `T` gives the equation above. The theorem `exists_singular_of_index_change` is the contrapositive on [0,1], written `unitInterval`: if the end indices differ, some `H t` has determinant zero.

Two names are looser than textbook use. The "energy" in lemma names is x·Hx, twice the harmonic energy of a displacement x. The "normal modes" are orthonormal eigenvectors of whatever matrix is supplied, mass-weighted or not.

For a molecule without an external field, the step left to the user is the removal of overall translations and rotations. The full Cartesian Hessian of a free molecule is singular at every geometry because of translations, so `saddleIndex_constant` does not apply to it directly. One remedy is to use the Hessian in a fixed number of independent internal coordinates, chosen so that it varies continuously along the path. A uniform electric field leaves the translational zero modes in place, so they have to be removed in that case too.

A singular Hessian does not force a change of index: the single force constant (1 − 2t)² vanishes at t = 1/2 and is positive on both sides.

## Energies in normal coordinates

Let A be symmetric with orthonormal eigenvectors u_i and eigenvalues λ_i, and put q_i = u_i·x. Then x = Σ_i q_i u_i and A u_i = λ_i u_i, so orthonormality gives

x·x = Σ_i q_i²,

x·Ax = Σ_i λ_i q_i².

For a second symmetric matrix B, write v_j, μ_j and r_j = v_j·x for the eigenvectors, eigenvalues and coordinates.

## Counting modes by dimension

Let P be a set of modes of A and Q a set of modes of B. Suppose that x = 0 is the only displacement with q_i = 0 for all i outside P and r_j = 0 for all j in Q. Then the linear map that sends x to these coordinates is injective. It goes from a space of dimension n to one of dimension n − |P| + |Q|, so

n ≤ n − |P| + |Q|, that is, |P| ≤ |Q|.

## A gap protects the index

Assume that |λ_i| ≥ g for all i, and that for every x ≠ 0

|x·Bx − x·Ax| < g x·x.

First let P and Q be the modes with nonnegative eigenvalues of A and of B. Suppose that some x ≠ 0 has q_i = 0 outside P and r_j = 0 in Q. Only terms with λ_i ≥ g remain in the energy of A, so x·Ax ≥ g x·x and hence x·Bx > 0. Only terms with μ_j < 0 remain in the energy of B, so x·Bx ≤ 0, a contradiction. The dimension count gives n − k(A) ≤ n − k(B), that is, k(B) ≤ k(A).

Now let P and Q be the modes with negative eigenvalues. For such an x ≠ 0 we have x·Ax ≤ −g x·x, hence x·Bx < 0, while the remaining terms of B give x·Bx ≥ 0. This contradiction gives k(A) ≤ k(B), so the indices agree.

## From nearby parameters to the whole path

Fix t₀. The determinant of H(t₀) is the product of its eigenvalues, so none of them is zero. For n ≥ 1 let g > 0 be the smallest of their absolute values; for n = 0 any positive g will do.

Put D = H(t) − H(t₀). Since |x_i x_j| ≤ (x_i² + x_j²)/2 ≤ x·x,

|x·Dx| ≤ Σ_i Σ_j |D_ij| |x_i x_j| ≤ (Σ_i Σ_j |D_ij|) x·x.

The double sum is continuous in t and vanishes at t₀, so it is below g for t near t₀. The gap argument with A = H(t₀) and B = H(t) then gives k(H(t)) = k(H(t₀)).

The index is therefore locally constant. The parameters where it equals k(H(0)) form an open set, and so do the others. As [0,1] is connected and the first set contains 0, the second is empty.

## One mode that softens

The 1 by 1 Hessian 1 − 2t has index 0 at t = 0 and index 1 at t = 1. Its determinant is 1 − 2t, which vanishes exactly at t = 1/2.

## The Lean file

```lean
import Mathlib

open Matrix Topology

namespace SaddleIndexPath

noncomputable section

variable {n : Type*} [Fintype n] [DecidableEq n] {A B : Matrix n n ℝ}

/-- The normal modes of a symmetric Hessian whose eigenvalue is negative. -/
def unstableModes (hA : A.IsHermitian) : Finset n :=
  Finset.univ.filter fun i => hA.eigenvalues i < 0

/-- The saddle index: the number of negative eigenvalues, counted with multiplicity. -/
def saddleIndex (hA : A.IsHermitian) : ℕ := (unstableModes hA).card

/-- The matrix whose columns are the orthonormal normal modes of a symmetric Hessian. -/
def normalModes (hA : A.IsHermitian) : Matrix n n ℝ :=
  Matrix.of fun i j => (hA.eigenvectorBasis j).ofLp i

/-- The matrix of normal modes is orthogonal. -/
theorem normalModes_orthogonal (hA : A.IsHermitian) :
    normalModes hA * (normalModes hA)ᵀ = 1 := by
  apply mul_eq_one_comm.mp
  ext i j
  have h := orthonormal_iff_ite.mp hA.eigenvectorBasis.orthonormal i j
  rw [PiLp.inner_apply] at h
  rw [Matrix.mul_apply, Matrix.one_apply, ← h]
  refine Finset.sum_congr rfl fun k _ => ?_
  simp [normalModes, mul_comm]

/-- The squared length of a displacement is the sum of its squared normal coordinates. -/
theorem length_eq_sum_modes (hA : A.IsHermitian) (x : n → ℝ) :
    x ⬝ᵥ x = ∑ i, ((normalModes hA)ᵀ *ᵥ x) i ^ 2 := by
  calc x ⬝ᵥ x = x ⬝ᵥ (normalModes hA * (normalModes hA)ᵀ) *ᵥ x := by
        rw [normalModes_orthogonal, Matrix.one_mulVec]
    _ = ((normalModes hA)ᵀ *ᵥ x) ⬝ᵥ ((normalModes hA)ᵀ *ᵥ x) := by
        rw [← Matrix.mulVec_mulVec, Matrix.dotProduct_mulVec x (normalModes hA),
          Matrix.mulVec_transpose]
    _ = _ := by simp only [dotProduct, sq]

/-- In normal coordinates the quadratic form of the Hessian is a sum of squares weighted by
the eigenvalues. -/
theorem energy_eq_sum_modes (hA : A.IsHermitian) (x : n → ℝ) :
    x ⬝ᵥ A *ᵥ x = ∑ i, hA.eigenvalues i * ((normalModes hA)ᵀ *ᵥ x) i ^ 2 := by
  have hAU : A * normalModes hA = normalModes hA * diagonal hA.eigenvalues := by
    ext i j
    rw [Matrix.mul_diagonal]
    have h := congrFun (hA.mulVec_eigenvectorBasis j) i
    simp only [Pi.smul_apply, smul_eq_mul] at h
    exact h.trans (mul_comm _ _)
  have hdec : normalModes hA * diagonal hA.eigenvalues * (normalModes hA)ᵀ = A := by
    rw [← hAU, Matrix.mul_assoc, normalModes_orthogonal, Matrix.mul_one]
  calc x ⬝ᵥ A *ᵥ x
      = x ⬝ᵥ (normalModes hA * diagonal hA.eigenvalues * (normalModes hA)ᵀ) *ᵥ x := by
        rw [hdec]
    _ = ((normalModes hA)ᵀ *ᵥ x) ⬝ᵥ
          (diagonal hA.eigenvalues *ᵥ ((normalModes hA)ᵀ *ᵥ x)) := by
        rw [← Matrix.mulVec_mulVec, ← Matrix.mulVec_mulVec,
          Matrix.dotProduct_mulVec x (normalModes hA), Matrix.mulVec_transpose]
    _ = _ := by
        simp only [dotProduct, Matrix.mulVec_diagonal]
        exact Finset.sum_congr rfl fun i _ => by ring

/-- Let `U` and `W` give two sets of linear coordinates. If only the zero displacement has
vanishing `U`-coordinates outside `P` and vanishing `W`-coordinates in `Q`, then `P` has at
most as many elements as `Q`. -/
theorem card_le_of_only_zero (U W : Matrix n n ℝ) (P Q : Finset n)
    (h : ∀ x : n → ℝ, (∀ i, i ∉ P → (U *ᵥ x) i = 0) →
      (∀ j ∈ Q, (W *ᵥ x) j = 0) → x = 0) : P.card ≤ Q.card := by
  let F : (n → ℝ) →ₗ[ℝ] (({i // i ∈ Pᶜ} → ℝ) × ({j // j ∈ Q} → ℝ)) :=
    { toFun := fun x => (fun i => (U *ᵥ x) i, fun j => (W *ᵥ x) j)
      map_add' := by intro x y; ext <;> simp [Matrix.mulVec_add]
      map_smul' := by intro c x; ext <;> simp [Matrix.mulVec_smul] }
  have hF : Function.Injective F := by
    rw [← LinearMap.ker_eq_bot, LinearMap.ker_eq_bot']
    intro x hx
    refine h x (fun i hi => ?_) (fun j hj => ?_)
    · exact congrFun (congrArg Prod.fst hx) ⟨i, Finset.mem_compl.mpr hi⟩
    · exact congrFun (congrArg Prod.snd hx) ⟨j, hj⟩
  -- an injective map cannot lower the dimension
  have hd := LinearMap.finrank_le_finrank_of_injective hF
  simp only [Module.finrank_prod, Module.finrank_fintype_fun_eq_card, Fintype.card_coe,
    Finset.card_compl] at hd
  have := P.card_le_univ
  omega

/-- If every eigenvalue of `A` has size at least `g`, and the quadratic forms of `A` and `B`
differ by less than `g` times the squared length of each nonzero displacement, then the
symmetric Hessians `A` and `B` have the same saddle index. -/
theorem saddleIndex_eq_of_gap (hA : A.IsHermitian) (hB : B.IsHermitian) {g : ℝ}
    (hgap : ∀ i, g ≤ |hA.eigenvalues i|)
    (hclose : ∀ x : n → ℝ, x ≠ 0 → |x ⬝ᵥ B *ᵥ x - x ⬝ᵥ A *ᵥ x| < g * (x ⬝ᵥ x)) :
    saddleIndex hB = saddleIndex hA := by
  apply le_antisymm
  · -- compare the modes that are not unstable
    have h := card_le_of_only_zero (normalModes hA)ᵀ (normalModes hB)ᵀ
      (unstableModes hA)ᶜ (unstableModes hB)ᶜ (by
        intro x hx hy
        by_contra hne
        have hc := abs_lt.mp (hclose x hne)
        have h1 : g * (x ⬝ᵥ x) ≤ x ⬝ᵥ A *ᵥ x := by
          rw [length_eq_sum_modes hA x, energy_eq_sum_modes hA x, Finset.mul_sum]
          refine Finset.sum_le_sum fun i _ => ?_
          by_cases hi : hA.eigenvalues i < 0
          · rw [hx i (by simp [unstableModes, hi])]
            simp
          · have hg := hgap i
            rw [abs_of_nonneg (not_lt.mp hi)] at hg
            exact mul_le_mul_of_nonneg_right hg (sq_nonneg _)
        have h2 : x ⬝ᵥ B *ᵥ x ≤ 0 := by
          rw [energy_eq_sum_modes hB x]
          refine Finset.sum_nonpos fun j _ => ?_
          by_cases hj : hB.eigenvalues j < 0
          · exact mul_nonpos_iff.mpr (Or.inr ⟨hj.le, sq_nonneg _⟩)
          · rw [hy j (by simp [unstableModes, not_lt.mp hj])]
            simp
        linarith [hc.1])
    rw [Finset.card_compl, Finset.card_compl] at h
    have h1 := (unstableModes hA).card_le_univ
    have h2 := (unstableModes hB).card_le_univ
    unfold saddleIndex
    omega
  · -- compare the unstable modes
    refine card_le_of_only_zero (normalModes hA)ᵀ (normalModes hB)ᵀ _ _ ?_
    intro x hx hy
    by_contra hne
    have hc := abs_lt.mp (hclose x hne)
    have h1 : x ⬝ᵥ A *ᵥ x + g * (x ⬝ᵥ x) ≤ 0 := by
      rw [energy_eq_sum_modes hA x, length_eq_sum_modes hA x, Finset.mul_sum,
        ← Finset.sum_add_distrib]
      refine Finset.sum_nonpos fun i _ => ?_
      by_cases hi : hA.eigenvalues i < 0
      · have hg := hgap i
        rw [abs_of_neg hi] at hg
        linarith [mul_le_mul_of_nonneg_right hg
          (sq_nonneg (((normalModes hA)ᵀ *ᵥ x) i))]
      · rw [hx i (by simp [unstableModes, not_lt.mp hi])]
        simp
    have h2 : 0 ≤ x ⬝ᵥ B *ᵥ x := by
      rw [energy_eq_sum_modes hB x]
      refine Finset.sum_nonneg fun j _ => ?_
      by_cases hj : hB.eigenvalues j < 0
      · rw [hy j (by simp [unstableModes, hj])]
        simp
      · exact mul_nonneg (not_lt.mp hj) (sq_nonneg _)
    linarith [hc.2]

omit [DecidableEq n] in
/-- The absolute value of the quadratic form of a matrix is at most the sum of the sizes of its
entries times the squared length of the displacement. -/
theorem energy_le_entries (D : Matrix n n ℝ) (x : n → ℝ) :
    |x ⬝ᵥ D *ᵥ x| ≤ (∑ i, ∑ j, |D i j|) * (x ⬝ᵥ x) := by
  have hs : ∀ i, x i * x i ≤ x ⬝ᵥ x := fun i =>
    Finset.single_le_sum (f := fun k => x k * x k)
      (fun k _ => mul_self_nonneg (x k)) (Finset.mem_univ i)
  have hx : ∀ i j, |x i * x j| ≤ x ⬝ᵥ x := fun i j => abs_le.mpr
    ⟨by nlinarith [sq_nonneg (x i + x j), hs i, hs j],
      by nlinarith [sq_nonneg (x i - x j), hs i, hs j]⟩
  calc |x ⬝ᵥ D *ᵥ x| = |∑ i, ∑ j, D i j * (x i * x j)| := by
        congr 1
        simp only [dotProduct, Matrix.mulVec, Finset.mul_sum]
        exact Finset.sum_congr rfl fun i _ => Finset.sum_congr rfl fun j _ => by ring
    _ ≤ ∑ i, ∑ j, |D i j * (x i * x j)| :=
        (Finset.abs_sum_le_sum_abs _ _).trans
          (Finset.sum_le_sum fun i _ => Finset.abs_sum_le_sum_abs _ _)
    _ ≤ ∑ i, ∑ j, |D i j| * (x ⬝ᵥ x) :=
        Finset.sum_le_sum fun i _ => Finset.sum_le_sum fun j _ => by
          rw [abs_mul]
          exact mul_le_mul_of_nonneg_left (hx i j) (abs_nonneg _)
    _ = _ := by simp only [Finset.sum_mul]

/-- A continuous family of invertible symmetric Hessians over a connected parameter space has
the same saddle index at all parameters. -/
theorem saddleIndex_constant {T : Type*} [TopologicalSpace T] [PreconnectedSpace T]
    (H : T → Matrix n n ℝ) (hc : Continuous H) (hS : ∀ t, (H t).IsHermitian)
    (hdet : ∀ t, (H t).det ≠ 0) (s t : T) : saddleIndex (hS s) = saddleIndex (hS t) := by
  have hloc : IsLocallyConstant fun t => saddleIndex (hS t) := by
    rw [IsLocallyConstant.iff_eventually_eq]
    intro t₀
    -- an invertible Hessian has a gap around eigenvalue zero
    have hne : ∀ i, (hS t₀).eigenvalues i ≠ 0 := by
      intro i hi
      apply hdet t₀
      rw [(hS t₀).det_eq_prod_eigenvalues]
      exact Finset.prod_eq_zero (Finset.mem_univ i) (by simp [hi])
    obtain ⟨g, hg, hgap⟩ : ∃ g : ℝ, 0 < g ∧ ∀ i, g ≤ |(hS t₀).eigenvalues i| := by
      cases isEmpty_or_nonempty n
      · exact ⟨1, one_pos, fun i => isEmptyElim i⟩
      · obtain ⟨i₀, h⟩ := Finite.exists_min fun i => |(hS t₀).eigenvalues i|
        exact ⟨_, abs_pos.mpr (hne i₀), h⟩
    -- nearby Hessians differ by less than this gap
    have hcont : Continuous fun t => ∑ i, ∑ j, |(H t - H t₀) i j| := by
      refine continuous_finsetSum _ fun i _ => continuous_finsetSum _ fun j _ => ?_
      exact ((hc.matrix_elem i j).sub continuous_const).abs
    have hsmall : ∀ᶠ t in 𝓝 t₀, ∑ i, ∑ j, |(H t - H t₀) i j| < g :=
      (isOpen_lt hcont continuous_const).mem_nhds (by simpa using hg)
    filter_upwards [hsmall] with t ht
    refine saddleIndex_eq_of_gap (hS t₀) (hS t) hgap fun x hx => ?_
    obtain ⟨i, hi⟩ := Function.ne_iff.mp hx
    have hpos : 0 < x ⬝ᵥ x := Finset.sum_pos' (fun k _ => mul_self_nonneg (x k))
      ⟨i, Finset.mem_univ i, mul_self_pos.mpr hi⟩
    rw [← dotProduct_sub, ← Matrix.sub_mulVec]
    exact (energy_le_entries _ x).trans_lt (mul_lt_mul_of_pos_right ht hpos)
  exact hloc.apply_eq_of_preconnectedSpace s t

/-- If the saddle indices at the two ends of a continuous path of symmetric Hessians on
`[0,1]` differ, then the Hessian is singular somewhere on the path. -/
theorem exists_singular_of_index_change (H : unitInterval → Matrix n n ℝ)
    (hc : Continuous H) (hS : ∀ t, (H t).IsHermitian)
    (hne : saddleIndex (hS 0) ≠ saddleIndex (hS 1)) : ∃ t, (H t).det = 0 := by
  have : PreconnectedSpace unitInterval := Subtype.preconnectedSpace isPreconnected_Icc
  by_contra hcon
  exact hne (saddleIndex_constant H hc hS (fun t ht => hcon ⟨t, ht⟩) 0 1)

/-- A single mode with force constant `1 - 2t`. -/
def softMode (t : ℝ) : Matrix (Fin 1) (Fin 1) ℝ := !![1 - 2 * t]

/-- The Hessian of the single mode is symmetric. -/
theorem softMode_symm (t : ℝ) : (softMode t).IsHermitian :=
  Matrix.IsHermitian.ext fun i j => by
    rw [Subsingleton.elim i j]
    exact star_trivial _

/-- The single mode with force constant `1 - 2t` has saddle index 0 at `t = 0` and 1 at
`t = 1`, and its Hessian is singular exactly at `t = 1/2`. -/
theorem softMode_index_change :
    saddleIndex (softMode_symm 0) = 0 ∧ saddleIndex (softMode_symm 1) = 1 ∧
      ∀ t, (softMode t).det = 0 ↔ t = 1 / 2 := by
  have hd : ∀ t, (softMode t).det = 1 - 2 * t := fun t => by simp [softMode]
  -- the only eigenvalue is the determinant
  have hev : ∀ t, (softMode_symm t).eigenvalues 0 = 1 - 2 * t := by
    intro t
    have h := (softMode_symm t).det_eq_prod_eigenvalues
    rw [hd] at h
    simpa using h.symm
  have hidx : ∀ t, saddleIndex (softMode_symm t) = if 1 - 2 * t < 0 then 1 else 0 := by
    intro t
    simp only [saddleIndex, unstableModes, Finset.card_filter, Fin.sum_univ_one, hev]
  refine ⟨by rw [hidx]; norm_num, by rw [hidx]; norm_num, fun t => ?_⟩
  rw [hd]
  constructor <;> intro h <;> linarith

end

end SaddleIndexPath
```

```lean
#print axioms SaddleIndexPath.saddleIndex_constant
-- 'SaddleIndexPath.saddleIndex_constant' depends on axioms: [propext, Classical.choice, Quot.sound]
#print axioms SaddleIndexPath.exists_singular_of_index_change
-- 'SaddleIndexPath.exists_singular_of_index_change' depends on axioms: [propext, Classical.choice, Quot.sound]
#print axioms SaddleIndexPath.softMode_index_change
-- 'SaddleIndexPath.softMode_index_change' depends on axioms: [propext, Classical.choice, Quot.sound]
```

## From eigenvectors to the gap lemma

The columns of `normalModes hA` are the u_i, so the entries of `(normalModes hA)ᵀ *ᵥ x` are the q_i. Orthonormality says that the transpose times the matrix is the identity, and `normalModes_orthogonal` turns this into the identity for the other order. Inserting that product gives `length_eq_sum_modes`. With the eigenvalue equation in matrix form, `hAU`, it also gives `energy_eq_sum_modes`.

The dimension count is `card_le_of_only_zero`. Its map `F` collects the two lists of coordinates, `hF` shows that it is injective, and `omega` finishes the integer arithmetic.

In `saddleIndex_eq_of_gap`, `le_antisymm` splits the equality into the two inequalities, in the order used above. In each half, `h1` bounds the energy of A and `h2` that of B. Both are proved term by term, with `by_cases` separating negative eigenvalues from the rest, and `linarith` finds the contradiction with the closeness hypothesis.

## Continuity and connectedness in Lean

The entrywise bound is `energy_le_entries`, where `nlinarith` obtains the estimate of |x_i x_j| from the squares of x_i + x_j and x_i − x_j.

In `saddleIndex_constant`, `hne` excludes zero eigenvalues through the determinant, and `Finite.exists_min` supplies the smallest absolute value. The statement `hsmall` says that the double sum is below `g` near `t₀`; the gap lemma then proves `hloc`, local constancy. The last line uses connectedness.

The contrapositive assumes that no determinant on the path vanishes and contradicts `hne`, the difference of the end indices. For the example, `softMode_index_change` identifies the only eigenvalue with the determinant and reads the index from its sign.
